# The B² magnetoconductivity of a Weyl semimetal in a two-valley rate model with constant coefficients

## Two valleys in static fields

A Weyl semimetal has conduction electrons near points of opposite chirality in the Brillouin zone. Take one right-handed and one left-handed valley, and apply static, uniform electric and magnetic fields E and B. When E·B is not zero, the chiral anomaly moves charge from one valley to the other. Scattering between the valleys works against the resulting imbalance, and an imbalance in a magnetic field carries a current along B. How large is this current once pumping and scattering balance?

Let nR(t) and nL(t) be the charge densities of the right-handed and the left-handed valley at time t, measured from equilibrium, so that they may be negative. With pumping rate S and intervalley relaxation time τ, the model is

nR' = S − (nR − nL)/(2τ)

nL' = −S + (nR − nL)/(2τ)

S = c E·B

j = κ (nR − nL) B

The constant c is the anomaly coefficient, which sets how much charge is pumped per unit volume and unit time for a given E·B. The constant κ combines the chiral magnetic effect with the conversion of a small density imbalance into a difference of chemical potentials. Both are inputs here, as is the relaxation term; the anomaly itself is not derived from the Weyl equation.

## The statement and its Lean form

Write D = nR(0) − nL(0) for the initial imbalance. The theorems say:

- The total density nR + nL is constant.
- For τ ≠ 0, the imbalance is 2Sτ + (D − 2Sτ) exp(−t/τ).
- For τ ≠ 0, every choice of total density N and initial imbalance D is realised by an explicit solution.
- For τ > 0, the current tends to 2cκτ (E·B) B, whatever the initial densities.
- If E = e b and B = β b with b a unit vector, the limit is 2cκτβ²e b.

The coefficient of e in the last line is the anomaly-induced longitudinal conductivity, 2cκτβ². It grows as the square of the magnetic field provided that c, κ and τ do not themselves depend on β. This is a weak-field assumption: in strong fields the density of states, and with it κ, changes with the field.

In Lean, the densities are functions `ℝ → ℝ`, and `ValleyRateEquations S τ nR nL` is the proposition that they satisfy both rate equations. Its two fields use `HasDerivAt`, which expresses differentiability and the value of the derivative together. The equations are required at all real times, with t = 0 serving only as the moment at which initial values are read.

Fields are vectors of type `Fin 3 → ℝ`, and `E ⬝ᵥ B` is their dot product. The definitions `anomalyRate` and `chiralCurrent` are the formulas for S and j, while `relaxingImbalance` is the exponential law. `Tendsto … atTop (𝓝 …)` means convergence as t → ∞, for the current in each component. The hypothesis `b ⬝ᵥ b = 1` makes b a unit vector; the strengths e and β may have either sign.

The model has spatially uniform densities and a single relaxation time, and j is only the anomaly-related part of the current, without the ordinary Drude contribution. Within these restrictions, the result connects the longitudinal magnetotransport of a Weyl semimetal to its intervalley scattering time.

## Solving the rate equations

Adding the two equations cancels every term on the right:

(nR + nL)' = 0

The total density is therefore constant. Subtracting them gives, for d = nR − nL,

d' = 2S − d/τ

The stationary value is 2Sτ. Let u = d − 2Sτ be the deviation from it. Then

u' = 2S − d/τ = −u/τ

Multiply by the integrating factor exp(t/τ):

(u exp(t/τ))' = −(u/τ) exp(t/τ) + u exp(t/τ)/τ = 0

So u(t) exp(t/τ) keeps its initial value D − 2Sτ, and

d(t) = 2Sτ + (D − 2Sτ) exp(−t/τ)

Conversely, let I(t) denote the right-hand side, for any chosen D. Differentiating,

I' = −(D − 2Sτ) exp(−t/τ)/τ = −(I − 2Sτ)/τ = 2S − I/τ

For any constant N, set nR = (N + I)/2 and nL = (N − I)/2. Their difference is I, and

nR' = I'/2 = S − I/(2τ)

nL' = −I'/2 = −S + I/(2τ)

These are the rate equations, with total density N and initial imbalance I(0) = D.

## The stationary current

For τ > 0 the exponential vanishes as t → ∞, so d → 2Sτ. Inserting S = c E·B into the current gives

j → κ · 2c (E·B) τ · B = 2cκτ (E·B) B

For perpendicular fields this limit is zero. For E = e b and B = β b with b·b = 1, the dot product is E·B = eβ, and

j → 2cκτ (eβ)(β b) = 2cκτβ²e b

One factor of β comes from the pumping and the other from the current that the imbalance carries. Reversing the magnetic field therefore leaves the limiting current unchanged.

## A negative relaxation time

For the limit to hold whatever the initial densities, τ must be positive, although the exponential law holds for every nonzero τ. Take S = 0 and τ = −1, with

nR(t) = exp(t)/2

nL(t) = −exp(t)/2

Then nR − nL = exp(t), and the first rate equation requires nR' = exp(t)/2, which is true; the second holds in the same way. The imbalance grows without bound instead of tending to 2Sτ = 0. With a negative τ, scattering would amplify an imbalance instead of relaxing it.

## The Lean file

```lean
import Mathlib

open Filter Matrix Topology

namespace ChiralAnomalyTransport

noncomputable section

/-- The rate equations of two Weyl valleys: charge is pumped from the left-handed to the
right-handed valley at rate `S`, and intervalley scattering relaxes the imbalance with time `τ`. -/
structure ValleyRateEquations (S τ : ℝ) (nR nL : ℝ → ℝ) : Prop where
  right : ∀ t, HasDerivAt nR (S - (nR t - nL t) / (2 * τ)) t
  left : ∀ t, HasDerivAt nL (-S + (nR t - nL t) / (2 * τ)) t

/-- The pumping rate of the chiral anomaly, `c E·B`. -/
def anomalyRate (c : ℝ) (E B : Fin 3 → ℝ) : ℝ := c * (E ⬝ᵥ B)

/-- The chiral magnetic current: along `B` and proportional to the valley imbalance. -/
def chiralCurrent (κ : ℝ) (B : Fin 3 → ℝ) (nR nL : ℝ) : Fin 3 → ℝ :=
  (κ * (nR - nL)) • B

/-- The exponential law for the imbalance at time `t`, with value `D` at time zero. For `τ > 0` it
relaxes to `2 S τ`. -/
def relaxingImbalance (S τ D t : ℝ) : ℝ :=
  2 * S * τ + (D - 2 * S * τ) * Real.exp (-t / τ)

/-- The total density of the two valleys is conserved. -/
theorem total_density_conserved {S τ : ℝ} {nR nL : ℝ → ℝ}
    (h : ValleyRateEquations S τ nR nL) (t : ℝ) :
    nR t + nL t = nR 0 + nL 0 := by
  have hd : ∀ s, HasDerivAt (fun u => nR u + nL u) 0 s := fun s =>
    ((h.right s).fun_add (h.left s)).congr_deriv (by ring)
  have hc := is_const_of_deriv_eq_zero (f := fun u => nR u + nL u)
    (fun s => (hd s).differentiableAt) (fun s => (hd s).deriv) t 0
  exact hc

/-- The valley imbalance is driven at rate `2 S` and decays at rate `1 / τ`. -/
theorem imbalance_rate {S τ : ℝ} {nR nL : ℝ → ℝ}
    (h : ValleyRateEquations S τ nR nL) (t : ℝ) :
    HasDerivAt (fun u => nR u - nL u) (2 * S - (nR t - nL t) / τ) t :=
  ((h.right t).fun_sub (h.left t)).congr_deriv (by ring)

/-- For `τ ≠ 0`, the imbalance of every solution of the rate equations follows the exponential law
`relaxingImbalance`, with `D` equal to its initial value. -/
theorem imbalance_eq {S τ : ℝ} {nR nL : ℝ → ℝ}
    (h : ValleyRateEquations S τ nR nL) (hτ : τ ≠ 0) (t : ℝ) :
    nR t - nL t = relaxingImbalance S τ (nR 0 - nL 0) t := by
  have hinv : τ * τ⁻¹ = 1 := mul_inv_cancel₀ hτ
  -- the integrating factor `exp (t / τ)` turns the deviation into a constant
  have hg : ∀ s, HasDerivAt
      (fun u => (nR u - nL u - 2 * S * τ) * Real.exp (u / τ)) 0 s := by
    intro s
    have hexp : HasDerivAt (fun u : ℝ => Real.exp (u / τ))
        (Real.exp (s / τ) * (1 / τ)) s := ((hasDerivAt_id' s).div_const τ).exp
    have key : (2 * S - (nR s - nL s) / τ) * Real.exp (s / τ)
        + (nR s - nL s - 2 * S * τ) * (Real.exp (s / τ) * (1 / τ)) = 0 := by
      linear_combination (-2 * S * Real.exp (s / τ)) * hinv
    exact (((imbalance_rate h s).sub_const (2 * S * τ)).fun_mul hexp).congr_deriv key
  have hc := is_const_of_deriv_eq_zero
    (f := fun u => (nR u - nL u - 2 * S * τ) * Real.exp (u / τ))
    (fun s => (hg s).differentiableAt) (fun s => (hg s).deriv) t 0
  simp only [zero_div, Real.exp_zero, mul_one] at hc
  have hE : Real.exp (t / τ) * Real.exp (-t / τ) = 1 := by
    rw [← Real.exp_add, show t / τ + -t / τ = 0 by ring, Real.exp_zero]
  unfold relaxingImbalance
  linear_combination Real.exp (-t / τ) * hc - (nR t - nL t - 2 * S * τ) * hE

/-- Conversely, for `τ ≠ 0` and any total density `N` and initial imbalance `D`, the valley
densities built from `relaxingImbalance` solve the rate equations. -/
theorem relaxing_densities_solve (S N D : ℝ) {τ : ℝ} (hτ : τ ≠ 0) :
    ValleyRateEquations S τ
      (fun t => (N + relaxingImbalance S τ D t) / 2)
      (fun t => (N - relaxingImbalance S τ D t) / 2) := by
  have hinv : τ * τ⁻¹ = 1 := mul_inv_cancel₀ hτ
  -- the explicit imbalance obeys the relaxation equation
  have hI : ∀ t, HasDerivAt (fun u => relaxingImbalance S τ D u)
      (2 * S - relaxingImbalance S τ D t / τ) t := by
    intro t
    have hexp : HasDerivAt (fun u : ℝ => Real.exp (-u / τ))
        (Real.exp (-t / τ) * (-1 / τ)) t := ((hasDerivAt_id' t).fun_neg.div_const τ).exp
    have key : (D - 2 * S * τ) * (Real.exp (-t / τ) * (-1 / τ))
        = 2 * S - relaxingImbalance S τ D t / τ := by
      unfold relaxingImbalance
      linear_combination 2 * S * hinv
    exact ((hexp.const_mul (D - 2 * S * τ)).const_add (2 * S * τ)).congr_deriv key
  -- each valley carries half of the total plus or minus half of the imbalance
  have hR : ∀ t, HasDerivAt (fun u => (N + relaxingImbalance S τ D u) / 2)
      (S - ((N + relaxingImbalance S τ D t) / 2
        - (N - relaxingImbalance S τ D t) / 2) / (2 * τ)) t := fun t =>
    (((hI t).const_add N).div_const 2).congr_deriv (by ring)
  have hL : ∀ t, HasDerivAt (fun u => (N - relaxingImbalance S τ D u) / 2)
      (-S + ((N + relaxingImbalance S τ D t) / 2
        - (N - relaxingImbalance S τ D t) / 2) / (2 * τ)) t := fun t =>
    (((hI t).const_sub N).div_const 2).congr_deriv (by ring)
  exact ⟨hR, hL⟩

/-- For a positive relaxation time the imbalance tends to `2 S τ` at late times. -/
theorem imbalance_tendsto {S τ : ℝ} {nR nL : ℝ → ℝ}
    (h : ValleyRateEquations S τ nR nL) (hτ : 0 < τ) :
    Tendsto (fun t => nR t - nL t) atTop (𝓝 (2 * S * τ)) := by
  have h0 := Real.tendsto_exp_neg_atTop_nhds_zero.comp
    ((tendsto_id (α := ℝ) (x := atTop)).atTop_div_const hτ)
  have h1 : Tendsto (fun t : ℝ => Real.exp (-t / τ)) atTop (𝓝 0) := by
    refine h0.congr (fun t => ?_)
    show Real.exp (-(t / τ)) = Real.exp (-t / τ)
    rw [neg_div]
  have h2 := (h1.const_mul (nR 0 - nL 0 - 2 * S * τ)).const_add (2 * S * τ)
  rw [mul_zero, add_zero] at h2
  exact h2.congr (fun t => (imbalance_eq h hτ.ne' t).symm)

/-- For a positive relaxation time and static fields `E` and `B`, the chiral magnetic current tends
to `2 c κ τ (E·B) B` at late times, whatever the initial valley densities. -/
theorem anomaly_current_tendsto {c κ τ : ℝ} {E B : Fin 3 → ℝ} {nR nL : ℝ → ℝ}
    (h : ValleyRateEquations (anomalyRate c E B) τ nR nL) (hτ : 0 < τ) :
    Tendsto (fun t => chiralCurrent κ B (nR t) (nL t)) atTop
      (𝓝 ((2 * c * κ * τ * (E ⬝ᵥ B)) • B)) := by
  have h1 := ((imbalance_tendsto h hτ).const_mul κ).smul_const B
  have h2 : κ * (2 * anomalyRate c E B * τ) = 2 * c * κ * τ * (E ⬝ᵥ B) := by
    unfold anomalyRate
    ring
  rw [h2] at h1
  exact h1

/-- For a positive relaxation time, and electric and magnetic fields `e b` and `β b` along a common
unit vector `b`, the chiral magnetic current tends to `2 c κ τ β² e b` at late times. -/
theorem longitudinal_current_tendsto {c κ τ e β : ℝ} {b : Fin 3 → ℝ} {nR nL : ℝ → ℝ}
    (hb : b ⬝ᵥ b = 1)
    (h : ValleyRateEquations (anomalyRate c (e • b) (β • b)) τ nR nL) (hτ : 0 < τ) :
    Tendsto (fun t => chiralCurrent κ (β • b) (nR t) (nL t)) atTop
      (𝓝 ((2 * c * κ * τ * β ^ 2 * e) • b)) := by
  have h1 := anomaly_current_tendsto (κ := κ) h hτ
  -- one factor of `β` comes from the pumping, the other from the current
  have h2 : (2 * c * κ * τ * ((e • b) ⬝ᵥ (β • b))) • (β • b)
      = (2 * c * κ * τ * β ^ 2 * e) • b := by
    rw [smul_dotProduct, dotProduct_smul, hb, smul_smul]
    congr 1
    simp only [smul_eq_mul]
    ring
  rw [h2] at h1
  exact h1

end

end ChiralAnomalyTransport
```

```lean
#print axioms ChiralAnomalyTransport.total_density_conserved
-- 'ChiralAnomalyTransport.total_density_conserved' depends on axioms: [propext, Classical.choice, Quot.sound]
#print axioms ChiralAnomalyTransport.imbalance_rate
-- 'ChiralAnomalyTransport.imbalance_rate' depends on axioms: [propext, Classical.choice, Quot.sound]
#print axioms ChiralAnomalyTransport.relaxing_densities_solve
-- 'ChiralAnomalyTransport.relaxing_densities_solve' depends on axioms: [propext, Classical.choice, Quot.sound]
#print axioms ChiralAnomalyTransport.longitudinal_current_tendsto
-- 'ChiralAnomalyTransport.longitudinal_current_tendsto' depends on axioms: [propext, Classical.choice, Quot.sound]
```

## How the proof follows the calculation

`total_density_conserved` adds the two derivatives, and `ring` confirms that the sum is zero. The Mathlib lemma `is_const_of_deriv_eq_zero` then equates the total density at time t with that at time 0. `imbalance_rate` is the corresponding subtraction.

`imbalance_eq` carries out the integrating-factor argument. Inside it, `hg` states that u exp(t/τ) has zero derivative. The product rule supplies the derivative, and `key` shows that its terms cancel; this is where τ ≠ 0 enters, through `hinv`, the identity τ · τ⁻¹ = 1. The constancy lemma gives `hc`, which compares the product at t with its initial value. The last `linear_combination` multiplies `hc` by exp(−t/τ) and uses `hE`, the fact that the two exponentials multiply to one, to isolate the imbalance.

`relaxing_densities_solve` is the converse. Its step `hI` differentiates the explicit imbalance and rewrites the result as 2S − I/τ. The steps `hR` and `hL` pass to the half-sum and half-difference with N, which gives the two rate equations.

`imbalance_tendsto` starts from the known limit of exp(−x) as x → ∞ and composes it with x = t/τ, which tends to infinity because τ is positive. Multiplying by D − 2Sτ and adding 2Sτ gives the limit of the explicit formula, and `imbalance_eq` transfers it to the given solution.

`anomaly_current_tendsto` multiplies this limit by κ and then by the fixed vector B, and unfolds the pumping rate. `longitudinal_current_tendsto` applies that theorem to `e • b` and `β • b`. Its step `h2` takes the scalars out of the dot product, uses `hb` to replace b·b by one, and collects the two factors of β.
